# For a spherical function smooth at its centre and up to its cutoff radius, the edge sets the leading Fourier tail

**Q:** I take a spherical model charge \(f(r)\) that stops at radius \(R\), transform it to wave numbers \(G\), and discard everything above some \(G_{\max}\). You say that, if \(f\) is smooth inside \(R\), centre included, the way it ends at \(R\) tells me how fast the discarded part falls off. Show me the physics before the code.

**A:** Integrating the plane wave over angles gives the transform

\[
F(G)=4\pi\int_0^R r^2 f(r)\,\frac{\sin Gr}{Gr}\,dr,
\qquad
G\,F(G)=4\pi\int_0^R g(r)\sin(Gr)\,dr,\quad g=rf .
\]

Fix an integer \(n\ge0\) and let \(g\) have \(n+1\) continuous derivatives on \([0,R]\), one-sided at the ends. Write \(g^{(k)}\) for the \(k\)-th derivative and, for \(k\le n+1\), set \(I_k=\int_0^R g^{(k)}(r)\sin(Gr+k\pi/2)\,dr\). Since \(\cos x=\sin(x+\pi/2)\),

\[
\frac{d}{dr}\Big[g^{(k)}\cos\big(Gr+\tfrac{k\pi}{2}\big)\Big]
=g^{(k+1)}\sin\big(Gr+\tfrac{(k+1)\pi}{2}\big)-G\,g^{(k)}\sin\big(Gr+\tfrac{k\pi}{2}\big).
\]

Integrating over \([0,R]\) gives

\[
G\,I_k=I_{k+1}-g^{(k)}(R)\cos\big(GR+\tfrac{k\pi}{2}\big)+g^{(k)}(0)\cos\tfrac{k\pi}{2}.
\]

For odd \(k\) the last cosine is zero; for even \(k\le n\) we require \(g^{(k)}(0)=0\). If also \(g^{(k)}(R)=0\) for \(k<n\), then \(G^nI_0=I_n\), and one more step gives

\[
G^{n+1}I_0+g^{(n)}(R)\cos\big(GR+\tfrac{n\pi}{2}\big)=I_{n+1}.
\]

**Q:** And \(I_{n+1}\) vanishes at large \(G\)?

**A:** Yes, by the Riemann-Lebesgue lemma. Take \(h\) continuous on \([0,R]\) and \(I=\int_0^R h(r)\sin(Gr+\varphi)\,dr\) with a fixed phase \(\varphi\). Shifting \(r\) by \(\pi/G\) flips the sine's sign, so averaging the original and shifted integrals gives, for \(G>\pi/R\),

\[
2|I|\le R\max_r|h(r)-h(r+\pi/G)|+\frac{2\pi}{G}\max|h| ,
\]

where the first maximum runs over \(0\le r\le R-\pi/G\). Both terms tend to zero. With \(h=g^{(n+1)}\), multiplying the identity by \(4\pi\) gives

\[
G^{n+2}F(G)+4\pi g^{(n)}(R)\cos\big(GR+\tfrac{n\pi}{2}\big)\to0 .
\]

**Q:** Now the code. What is a derivative at \(R\), where my function stops?

```lean
import Mathlib

open Set Filter MeasureTheory
open scoped Real Topology

namespace PlaneWaveCutoffAsymptotics

noncomputable section

/-- The `k`-th derivative of a radial profile on `[0, R]`, one-sided at the two endpoints. -/
def radialDeriv (R : ℝ) (g : ℝ → ℝ) (k : ℕ) : ℝ → ℝ :=
  iteratedDerivWithin k g (Icc 0 R)
```

**A:** It is one-sided, taken from inside `Icc 0 R`, the closed interval. The jump or kink to zero outside never enters `radialDeriv`.

**Q:** Which functions qualify?

```lean
/-- A profile that is `C^(n+1)` on `[0, R]`, whose derivatives of order below `n` vanish at the
edge `R` and whose even derivatives up to order `n` vanish at the centre. -/
structure SmoothCutoff (R : ℝ) (n : ℕ) (g : ℝ → ℝ) : Prop where
  smooth : ContDiffOn ℝ ((n + 1 : ℕ) : WithTop ℕ∞) g (Icc 0 R)
  edge : ∀ k < n, radialDeriv R g k R = 0
  centre : ∀ k ≤ n, Even k → radialDeriv R g k 0 = 0
```

**A:** `smooth` asks for \(n+1\) continuous derivatives up to both ends; `edge` and `centre` are the two vanishing conditions. For \(n=0\) the edge condition is empty, so \(f\) may jump at \(R\). For \(g=rf\) the centre condition holds automatically when \(n\le1\). At \(n=2\) it adds \(g''(0)=2f'(0)=0\), which rules out a cusp at the centre, such as a nucleus would produce.

**Q:** And the transform is the usual one?

```lean
/-- The integral over `[0, R]` of a profile `h` against a sine of wave number `G` and phase `φ`. -/
def phaseIntegral (R : ℝ) (h : ℝ → ℝ) (φ G : ℝ) : ℝ :=
  ∫ r in (0 : ℝ)..R, h r * Real.sin (G * r + φ)

/-- The three-dimensional Fourier transform, at wave number `G`, of a spherical function `f`
cut off at radius `R`. -/
def radialTransform (R : ℝ) (f : ℝ → ℝ) (G : ℝ) : ℝ :=
  4 * π * ∫ r in (0 : ℝ)..R, r ^ 2 * f r * Real.sinc (G * r)

/-- Wave numbers `G` at which the edge phase `G R + n π / 2` equals `θ` up to full turns,
for `R ≠ 0`. -/
def phaseSequence (R : ℝ) (n : ℕ) (θ : ℝ) (m : ℕ) : ℝ :=
  (2 * π * m + (θ - n * π / 2)) / R
```

**A:** `phaseIntegral` is the integral with a free phase. `radialTransform` is \(F(G)\), without volume or \((2\pi)^{-3}\) prefactors; `Real.sinc` is \(\sin x/x\), with value 1 at zero. `phaseSequence` lists wave numbers at which \(GR+n\pi/2\) equals a chosen \(\theta\) modulo \(2\pi\).

**Q:** Where does the limit come from in Lean?

```lean
/-- Riemann-Lebesgue lemma: the integral of a continuous profile on `[0, R]` against a sine of
fixed phase tends to zero as the wave number grows. -/
theorem phaseIntegral_tendsto_zero {R : ℝ} (hR : 0 ≤ R) {h : ℝ → ℝ}
    (hh : ContinuousOn h (Icc 0 R)) (φ : ℝ) :
    Tendsto (phaseIntegral R h φ) atTop (𝓝 0) := by
  let f : ℝ → ℂ := (Ioc 0 R).indicator (fun r => (h r : ℂ) * Complex.exp (φ * Complex.I))
  have hw : Tendsto (fun G : ℝ => -(G / (2 * π))) atTop (cocompact ℝ) :=
    (tendsto_neg_atTop_atBot.comp
      (tendsto_id.atTop_div_const Real.two_pi_pos)).mono_right atBot_le_cocompact
  have hlim := (Complex.continuous_im.tendsto 0).comp
    ((Real.tendsto_integral_exp_smul_cocompact f).comp hw)
  rw [Complex.zero_im] at hlim
  refine hlim.congr fun G => ?_
  -- the Fourier integrand is the profile times a complex wave
  have hpt : ∀ v : ℝ, Real.fourierChar (-(v * -(G / (2 * π)))) • f v =
      (Ioc 0 R).indicator
        (fun r => (h r : ℂ) * Complex.exp (((G * r + φ : ℝ) : ℂ) * Complex.I)) v := by
    intro v
    by_cases hv : v ∈ Ioc 0 R
    · have hp : 2 * π * (-(v * -(G / (2 * π)))) = G * v := by
        have := Real.pi_ne_zero
        field_simp
      simp only [f, Set.indicator_of_mem hv, Circle.smul_def, Real.fourierChar_apply,
        smul_eq_mul]
      rw [hp, mul_left_comm, ← Complex.exp_add]
      congr 2
      push_cast
      ring
    · simp [f, hv]
  have hint : IntervalIntegrable
      (fun r : ℝ => (h r : ℂ) * Complex.exp (((G * r + φ : ℝ) : ℂ) * Complex.I))
      volume 0 R :=
    ContinuousOn.intervalIntegrable_of_Icc hR
      ((Complex.continuous_ofReal.comp_continuousOn hh).mul
        (Continuous.continuousOn (by fun_prop)))
  change (∫ v : ℝ, Real.fourierChar (-(v * -(G / (2 * π)))) • f v).im = _
  rw [integral_congr_ae (Eventually.of_forall hpt), integral_indicator measurableSet_Ioc,
    ← intervalIntegral.integral_of_le hR]
  -- its imaginary part is the sine integral
  refine (Complex.imCLM.intervalIntegral_comp_comm hint).symm.trans ?_
  refine intervalIntegral.integral_congr fun r _ => ?_
  change ((h r : ℂ) * Complex.exp (((G * r + φ : ℝ) : ℂ) * Complex.I)).im = _
  rw [Complex.im_ofReal_mul, Complex.exp_ofReal_mul_I_im]
```

**A:** From Mathlib's `Real.tendsto_integral_exp_smul_cocompact`, the device on which the proof turns. It says that a Fourier integral over the whole line tends to zero as its frequency leaves every compact set, in either direction; that is the filter `cocompact ℝ`. Mathlib's wave carries a factor \(2\pi\) and a minus sign, so our \(G\) becomes the frequency \(-G/(2\pi)\), which runs to \(-\infty\). `atBot_le_cocompact` accepts that direction. An indicator function confines the profile to the interval, the factor \(e^{i\varphi}\) supplies the phase, and the imaginary part is our sine integral.

**Q:** Then the integration by parts?

```lean
/-- One integration by parts: for a smooth cutoff and `k ≤ n`, a factor `G` is traded for one
more derivative, a phase shift of `π / 2` and a boundary term at the edge. -/
theorem integration_by_parts_step {R : ℝ} (hR : 0 < R) {n : ℕ} {g : ℝ → ℝ}
    (hg : SmoothCutoff R n g) {k : ℕ} (hk : k ≤ n) (G : ℝ) :
    G * phaseIntegral R (radialDeriv R g k) (k * π / 2) G =
      phaseIntegral R (radialDeriv R g (k + 1)) ((k + 1 : ℕ) * π / 2) G
        - radialDeriv R g k R * Real.cos (G * R + k * π / 2) := by
  have hu : UniqueDiffOn ℝ (Icc 0 R) := uniqueDiffOn_Icc hR
  have c0 : ContinuousOn (radialDeriv R g k) (Icc 0 R) :=
    hg.smooth.continuousOn_iteratedDerivWithin (by exact_mod_cast (by omega : k ≤ n + 1)) hu
  have c1 : ContinuousOn (radialDeriv R g (k + 1)) (Icc 0 R) :=
    hg.smooth.continuousOn_iteratedDerivWithin (by exact_mod_cast (by omega : k + 1 ≤ n + 1)) hu
  have hd : DifferentiableOn ℝ (radialDeriv R g k) (Icc 0 R) :=
    hg.smooth.differentiableOn_iteratedDerivWithin
      (by exact_mod_cast (by omega : k < n + 1)) hu
  have i1 : IntervalIntegrable (fun r => radialDeriv R g (k + 1) r *
      Real.sin (G * r + (k + 1 : ℕ) * π / 2)) volume 0 R :=
    ContinuousOn.intervalIntegrable_of_Icc hR.le
      (c1.mul (Continuous.continuousOn (by fun_prop)))
  have i2 : IntervalIntegrable (fun r => radialDeriv R g k r *
      Real.sin (G * r + k * π / 2)) volume 0 R :=
    ContinuousOn.intervalIntegrable_of_Icc hR.le
      (c0.mul (Continuous.continuousOn (by fun_prop)))
  have key := intervalIntegral.integral_eq_sub_of_hasDerivAt_of_le hR.le
    (f := fun r => radialDeriv R g k r * Real.cos (G * r + k * π / 2))
    (c0.mul (Continuous.continuousOn (by fun_prop)))
    (fun r hr => by
      have h1 : HasDerivAt (radialDeriv R g k) (radialDeriv R g (k + 1) r) r := by
        have h := (hd r (Ioo_subset_Icc_self hr)).hasDerivWithinAt.hasDerivAt
          (Icc_mem_nhds hr.1 hr.2)
        refine h.congr_deriv ?_
        unfold radialDeriv
        rw [iteratedDerivWithin_succ]
      have hl : HasDerivAt (fun x : ℝ => G * x + k * π / 2) G r :=
        (((hasDerivAt_id' r).const_mul G).add_const _).congr_deriv (mul_one G)
      refine (h1.fun_mul hl.cos).congr_deriv ?_
      have hs : Real.sin (G * r + (k + 1 : ℕ) * π / 2) = Real.cos (G * r + k * π / 2) := by
        rw [← Real.sin_add_pi_div_two]
        congr 1
        push_cast
        ring
      change _ = radialDeriv R g (k + 1) r * Real.sin (G * r + (k + 1 : ℕ) * π / 2)
        - G * (radialDeriv R g k r * Real.sin (G * r + k * π / 2))
      rw [hs]
      ring)
    (i1.sub (i2.const_mul G))
  rw [intervalIntegral.integral_sub i1 (i2.const_mul G),
    intervalIntegral.integral_const_mul] at key
  -- at the centre either the derivative or the cosine vanishes
  have hzero : radialDeriv R g k 0 * Real.cos (G * 0 + k * π / 2) = 0 := by
    rcases Nat.even_or_odd k with he | ⟨m, hm⟩
    · rw [hg.centre k hk he, zero_mul]
    · have hc : Real.cos (G * 0 + k * π / 2) = 0 :=
        Real.cos_eq_zero_iff.mpr ⟨m, by rw [hm]; push_cast; ring⟩
      rw [hc, mul_zero]
  unfold phaseIntegral
  linarith
```

**A:** `key` is the fundamental theorem of calculus applied to \(g^{(k)}\cos(Gr+k\pi/2)\). It needs continuity on the closed interval but derivatives only inside, where one-sided and ordinary derivatives agree. `hzero` is the even-odd argument at the centre.

```lean
/-- Exact form of the asymptotics: for a smooth cutoff the scaled sine integral plus its edge term
equals an oscillatory integral of the derivative of order `n + 1`. -/
theorem exact_remainder {R : ℝ} (hR : 0 < R) {n : ℕ} {g : ℝ → ℝ}
    (hg : SmoothCutoff R n g) (G : ℝ) :
    G ^ (n + 1) * (∫ r in (0 : ℝ)..R, g r * Real.sin (G * r))
        + radialDeriv R g n R * Real.cos (G * R + n * π / 2) =
      phaseIntegral R (radialDeriv R g (n + 1)) ((n + 1 : ℕ) * π / 2) G := by
  -- below order `n` there is no edge term
  have hiter : ∀ m ≤ n, G ^ m * (∫ r in (0 : ℝ)..R, g r * Real.sin (G * r)) =
      phaseIntegral R (radialDeriv R g m) (m * π / 2) G := by
    intro m
    induction m with
    | zero =>
      intro _
      simp [phaseIntegral, radialDeriv, iteratedDerivWithin_zero]
    | succ m ih =>
      intro hm
      have hs := integration_by_parts_step hR hg (by omega : m ≤ n) G
      rw [hg.edge m (by omega), zero_mul, sub_zero] at hs
      rw [← hs, ← ih (by omega)]
      ring
  have hs := integration_by_parts_step hR hg le_rfl G
  rw [← hiter n le_rfl] at hs
  linear_combination hs
```

`hiter` proves \(G^mI_0=I_m\) for \(m\le n\) by induction, using `edge` to remove each boundary term. The last step leaves the one at order \(n\).

```lean
/-- Leading asymptotics: for a smooth cutoff, `G^(n+1)` times the sine integral of `g` approaches
`-g^(n)(R) cos(G R + n π / 2)` as `G` grows. -/
theorem sine_integral_asymptotics {R : ℝ} (hR : 0 < R) {n : ℕ} {g : ℝ → ℝ}
    (hg : SmoothCutoff R n g) :
    Tendsto (fun G : ℝ => G ^ (n + 1) * (∫ r in (0 : ℝ)..R, g r * Real.sin (G * r))
      + radialDeriv R g n R * Real.cos (G * R + n * π / 2)) atTop (𝓝 0) :=
  (phaseIntegral_tendsto_zero hR.le
    (hg.smooth.continuousOn_iteratedDerivWithin le_rfl (uniqueDiffOn_Icc hR)) _).congr
    fun G => (exact_remainder hR hg G).symm
```

This applies the Riemann-Lebesgue lemma to the exact remainder.

**Q:** That concerns \(g\). I asked about \(f\).

```lean
/-- If `r f(r)` is a smooth cutoff, the radial transform of `f` times `G^(n+2)` approaches
`-4π (r f)^(n)(R) cos(G R + n π / 2)` as `G` grows. -/
theorem radialTransform_asymptotics {R : ℝ} (hR : 0 < R) {n : ℕ} {f : ℝ → ℝ}
    (hf : SmoothCutoff R n (fun r => r * f r)) :
    Tendsto (fun G : ℝ => G ^ (n + 2) * radialTransform R f G
      + 4 * π * (radialDeriv R (fun r => r * f r) n R * Real.cos (G * R + n * π / 2)))
      atTop (𝓝 0) := by
  have h := (sine_integral_asymptotics hR hf).const_mul (4 * π)
  rw [mul_zero] at h
  refine h.congr fun G => ?_
  have hsinc : ∀ x : ℝ, x * Real.sinc x = Real.sin x := by
    intro x
    by_cases hx : x = 0
    · simp [hx]
    · rw [Real.sinc_of_ne_zero hx, mul_div_cancel₀ _ hx]
  -- one power of `G` turns the spherical wave into a sine
  have hG : G * (∫ r in (0 : ℝ)..R, r ^ 2 * f r * Real.sinc (G * r)) =
      ∫ r in (0 : ℝ)..R, r * f r * Real.sin (G * r) := by
    rw [← intervalIntegral.integral_const_mul]
    refine intervalIntegral.integral_congr fun r _ => ?_
    rw [← hsinc (G * r)]
    ring
  unfold radialTransform
  rw [← hG]
  ring
```

**A:** Here \(g=rf\), and \(x\,\mathrm{sinc}\,x=\sin x\) turns one power of \(G\) into the sine integral. Hence the exponent \(n+2\).

**Q:** Could the true decay always be faster, making your exponent pessimistic?

```lean
/-- If `r f(r)` is a smooth cutoff, then along wave numbers of fixed edge phase `θ` the transform
times `G^(n+2)` converges to `-4π (r f)^(n)(R) cos θ`. -/
theorem radialTransform_fixed_phase {R : ℝ} (hR : 0 < R) {n : ℕ} {f : ℝ → ℝ}
    (hf : SmoothCutoff R n (fun r => r * f r)) (θ : ℝ) :
    Tendsto (fun m : ℕ => phaseSequence R n θ m ^ (n + 2) *
        radialTransform R f (phaseSequence R n θ m)) atTop
      (𝓝 (-(4 * π * (radialDeriv R (fun r => r * f r) n R * Real.cos θ)))) := by
  have hG : Tendsto (phaseSequence R n θ) atTop atTop :=
    (tendsto_atTop_add_const_right _ _
      (tendsto_natCast_atTop_atTop.const_mul_atTop Real.two_pi_pos)).atTop_div_const hR
  have h := ((radialTransform_asymptotics hR hf).comp hG).sub_const
    (4 * π * (radialDeriv R (fun r => r * f r) n R * Real.cos θ))
  rw [zero_sub] at h
  refine h.congr fun m => ?_
  have hc : Real.cos (phaseSequence R n θ m * R + n * π / 2) = Real.cos θ := by
    rw [← Real.cos_add_nat_mul_two_pi θ m]
    congr 1
    unfold phaseSequence
    rw [div_mul_cancel₀ _ hR.ne']
    ring
  simp only [Function.comp_apply]
  rw [hc]
  ring
```

**A:** Not if \(g^{(n)}(R)\ne0\). At fixed edge phase the cosine is constant, and the scaled transform converges to \(-4\pi g^{(n)}(R)\cos\theta\).

```lean
/-- If `r f(r)` is a smooth cutoff, the transform decays faster than `G^-(n+2)` exactly when the
`n`-th derivative of `r f(r)` vanishes at the edge. -/
theorem faster_decay_iff {R : ℝ} (hR : 0 < R) {n : ℕ} {f : ℝ → ℝ}
    (hf : SmoothCutoff R n (fun r => r * f r)) :
    Tendsto (fun G : ℝ => G ^ (n + 2) * radialTransform R f G) atTop (𝓝 0) ↔
      radialDeriv R (fun r => r * f r) n R = 0 := by
  constructor
  · intro h
    -- the edge term alone must tend to zero, also along phase zero
    have hG : Tendsto (phaseSequence R n 0) atTop atTop :=
      (tendsto_atTop_add_const_right _ _
        (tendsto_natCast_atTop_atTop.const_mul_atTop Real.two_pi_pos)).atTop_div_const hR
    have he := tendsto_nhds_unique (h.comp hG) (radialTransform_fixed_phase hR hf 0)
    rw [Real.cos_zero, mul_one] at he
    have hz : 4 * π * radialDeriv R (fun r => r * f r) n R = 0 := by linarith
    exact (mul_eq_zero.mp hz).resolve_left (by positivity)
  · intro h
    refine (radialTransform_asymptotics hR hf).congr fun G => ?_
    rw [h]
    ring
```

For the forward direction, take \(\theta=0\): the limit is both zero and \(-4\pi g^{(n)}(R)\), so the derivative vanishes. Conversely, a zero derivative removes the edge term. "Faster" means only that \(G^{n+2}F(G)\to0\); no next exponent is given.

**Q:** My crystal has discrete \(G\) vectors.

**A:** The asymptotic formula holds along any sequence of lengths going to infinity. The equivalence is proved for \(G\) running over all large real numbers. It can fail along a special sequence, for instance one on which \(\cos(GR+n\pi/2)\) is always zero. The full set of lengths of a three-dimensional lattice is not of that kind: the gaps between successive lengths shrink to zero, so the edge phase comes arbitrarily close to zero again and again, and the equivalence carries over. That last step is not formalised here.

**Q:** Give me one case with numbers.

```lean
/-- For the cone `f(r) = R - r`, the radial transform times `G^3` approaches
`-4π R sin(G R)` as `G` grows. -/
theorem cone_asymptotics {R : ℝ} (hR : 0 < R) :
    Tendsto (fun G : ℝ => G ^ 3 * radialTransform R (fun r => R - r) G
      + 4 * π * (R * Real.sin (G * R))) atTop (𝓝 0) := by
  have hf : SmoothCutoff R 1 (fun r => r * (R - r)) := by
    refine ⟨ContDiff.contDiffOn (by fun_prop), fun k hk => ?_, fun k hk he => ?_⟩
    · obtain rfl : k = 0 := by omega
      simp [radialDeriv, iteratedDerivWithin_zero]
    · obtain ⟨j, hj⟩ := he
      obtain rfl : k = 0 := by omega
      simp [radialDeriv, iteratedDerivWithin_zero]
  -- the slope of `r (R - r)` at the edge is `-R`
  have hd : radialDeriv R (fun r => r * (R - r)) 1 R = -R := by
    have h1 : HasDerivAt (fun r : ℝ => r * (R - r)) (-R) R :=
      ((hasDerivAt_id' R).fun_mul ((hasDerivAt_id' R).const_sub R)).congr_deriv (by ring)
    change iteratedDerivWithin (0 + 1) (fun r => r * (R - r)) (Icc 0 R) R = -R
    rw [iteratedDerivWithin_succ, iteratedDerivWithin_zero]
    exact h1.hasDerivWithinAt.derivWithin (uniqueDiffOn_Icc hR R (right_mem_Icc.mpr hR.le))
  refine (radialTransform_asymptotics hR hf).congr fun G => ?_
  rw [hd, Nat.cast_one, one_mul, Real.cos_add_pi_div_two]
  ring

end

end PlaneWaveCutoffAsymptotics
```

**A:** The cone \(f=R-r\) has \(n=1\), \(g=r(R-r)\) and \(g'(R)=-R\). Its cusp at the centre is allowed at \(n=1\) and enters only the correction to the leading term. For \(R=1\), \(g''=-2\), so the exact identity gives

\[
G^3F(G)=4\pi\Big(-\sin G+\frac{2(1-\cos G)}{G}\Big).
\]

At \(G=20.5\,\pi\approx64.40\), \(\sin G=1\) and \(\cos G=0\), so \(G^3F=4\pi(-1+0.0311)\approx-12.18\). The leading term alone gives \(-4\pi\approx-12.57\), about 3% larger in magnitude.

**Q:** So may I read off a cutoff for my calculation?

**A:** You may read off how the tail of one fixed spherical function scales, which helps when comparing truncated model charges or \(s\)-type projectors in a plane-wave code. There is no error bound at a given \(G_{\max}\), no higher angular momentum and no total energy here.

```lean
#print axioms PlaneWaveCutoffAsymptotics.exact_remainder
-- 'PlaneWaveCutoffAsymptotics.exact_remainder' depends on axioms: [propext, Classical.choice, Quot.sound]
#print axioms PlaneWaveCutoffAsymptotics.faster_decay_iff
-- 'PlaneWaveCutoffAsymptotics.faster_decay_iff' depends on axioms: [propext, Classical.choice, Quot.sound]
#print axioms PlaneWaveCutoffAsymptotics.cone_asymptotics
-- 'PlaneWaveCutoffAsymptotics.cone_asymptotics' depends on axioms: [propext, Classical.choice, Quot.sound]
```
